# The two-term Pizzetti series on the unit sphere gives x² the value 1/3

The theorem concerns the coordinate x, the unnormalised angular form of a p orbital, as a real polynomial in three variables. It states that x has zero Laplacian, that it is homogeneous of degree 1, and that the first two terms of Pizzetti's series, p(0) + (Δp)(0)/6, give 1/3 for p = x². The normalised function √3 x would have a square of value 1 under the same functional, which is defined here by the series and not as an integral over the sphere. The attempt first computes Δ(x²) = 2, then proves the vanishing Laplacian by simplification, takes the homogeneity from a library lemma, and leaves the value 1/3 to `norm_num`.

Lean 4 with Mathlib refuses this proof:

```lean
import Mathlib

open MvPolynomial

namespace EqualDegreeSharpness

noncomputable section

/-- Real polynomials in the three Cartesian coordinates. -/
abbrev Poly := MvPolynomial (Fin 3) ℝ

/-- The Laplacian, the sum of the three second partial derivatives. -/
def lap : Module.End ℝ Poly where
  toFun p := ∑ i, pderiv i (pderiv i p)
  map_add' p q := by simp only [map_add, Finset.sum_add_distrib]
  map_smul' c p := by simp only [Derivation.map_smul, Finset.smul_sum, RingHom.id_apply]

/-- The first `N` terms of Pizzetti's series for the unit sphere,
`∑ (Δ^k p)(0) / (2k+1)!` over `k < N`. -/
def pizzetti (N : ℕ) : Poly →ₗ[ℝ] ℝ :=
  ∑ k ∈ Finset.range N, ((Nat.factorial (2 * k + 1) : ℝ)⁻¹) •
    ((aeval (0 : Fin 3 → ℝ) : Poly →ₐ[ℝ] ℝ).toLinearMap ∘ₗ (lap ^ k))

/-- The coordinate `x` is harmonic and homogeneous of degree 1, and the two-term Pizzetti
functional gives its square the value `1/3`. -/
theorem equal_degree_sharpness :
    lap (X 0) = 0 ∧ (X 0 : Poly).IsHomogeneous 1 ∧ pizzetti 2 (X 0 * X 0) = 1 / 3 := by
  have hl : lap (X 0 * X 0) = 2 := by
    simp only [lap, LinearMap.coe_mk, AddHom.coe_mk, Fin.sum_univ_three, Derivation.leibniz,
      smul_eq_mul, pderiv_X, Pi.single_apply, Fin.reduceEq, reduceIte, mul_one, mul_zero,
      map_add, map_zero, add_zero]
    norm_num
  refine ⟨?_, isHomogeneous_X ℝ 0, ?_⟩
  · simp [lap, Fin.sum_univ_three, pderiv_X, Pi.single_apply]
  · norm_num [pizzetti, Finset.sum_range_succ, hl, Nat.factorial]

end

end EqualDegreeSharpness
```

Lean reports:

```
Main.lean:35:2: error: unsolved goals
case refine_2
hl : lap (X 0 * X 0) = 2
⊢ 1 / 6 * constantCoeff 2 = 1 / 3
Main.lean:34:45: warning: This simp argument is unused:
  Pi.single_apply

Hint: Omit it from the simp argument list.
  [apply] simp [lap, Fin.sum_univ_three, pderiv_X]

Note: This linter can be disabled with `set_option linter.unusedSimpArgs false`
```

The error says that `norm_num` ran but left the goal `1 / 6 * constantCoeff 2 = 1 / 3`. The series had been expanded and the Laplacian replaced by 2, but this 2 is a constant polynomial, not a real number. Evaluation at the origin had become `constantCoeff`, which takes a polynomial's constant term, and `norm_num` did not reduce `constantCoeff 2` to the real number 2. Without that step the arithmetic could not be finished.

The repair proves the missing equation as `hc`, using `map_ofNat`: a ring homomorphism sends a numeral to the same numeral. The `norm_num` call is kept as it was, and `linear_combination` then closes the goal it leaves by multiplying `hc` by 1/6, since 2/6 = 1/3.

The warning is a separate matter: `Pi.single_apply` was not used in the `simp` call that proves the Laplacian of x to be zero. Removing it is mere tidying.

Fix (accepted with no message):

```diff
@@ -32,6 +32,9 @@
     norm_num
   refine ⟨?_, isHomogeneous_X ℝ 0, ?_⟩
-  · simp [lap, Fin.sum_univ_three, pderiv_X, Pi.single_apply]
-  · norm_num [pizzetti, Finset.sum_range_succ, hl, Nat.factorial]
+  · simp [lap, Fin.sum_univ_three, pderiv_X]
+  · have hc : constantCoeff (2 : Poly) = (2 : ℝ) :=
+      map_ofNat (constantCoeff : Poly →+* ℝ) 2
+    norm_num [pizzetti, Finset.sum_range_succ, hl, Nat.factorial]
+    linear_combination (1 / 6 : ℝ) * hc
 
 end
```
